# A positive semidefinite integral matrix has only exact Schwarz estimates if and only if it is an outer product

Let $M$ be a real positive semidefinite matrix over a finite index set. Then $|M_{ab}|=\sqrt{M_{aa}M_{bb}}$ for all $a,b$ if and only if $M=vv^T$ for some real vector $v$. The vector is unique up to a global sign.

## Pair densities and their interactions

In electronic structure theory, $a$ labels a product $\rho_a$ of two real basis functions, and $M_{ab}=(\rho_a|\rho_b)$ is the Coulomb repulsion integral between two such pair densities. Schwarz screening bounds $|M_{ab}|$ by $\sqrt{M_{aa}M_{bb}}$ and skips integrals whose bound is negligible. For a finite set of real pair densities, the result says that these bounds are all attained exactly when each density can be given one real number such that every integral is the product of the two numbers belonging to its densities.

A vector $x$ describes the combined density $\sum_a x_a\rho_a$. Its self-energy is $x^TMx$, up to the conventional factor $\tfrac12$, and $(Mx)_b$ is its interaction with $\rho_b$. Positive semidefiniteness says that no combination has negative self-energy.

## Zero self-energy means zero interaction

Suppose $x^TMx=0$. For any $y$, put $B=y^TMx$ and $C=y^TMy\ge 0$. Positivity for the combination $(C+1)x-By$ gives

$$0\le -2(C+1)B^2+B^2C=-B^2(C+2),$$

so $B=0$. Choosing $y=Mx$ gives $|Mx|^2=0$, hence $Mx=0$.

## From exact estimates to an outer product

Let the estimate be exact for $a$ and $c$, so that $M_{ac}^2=M_{aa}M_{cc}$. With unit vectors $e_a,e_c$, take $x=M_{cc}e_a-M_{ac}e_c$. Then

$$x^TMx=M_{cc}\,(M_{aa}M_{cc}-M_{ac}^2)=0.$$

Therefore $Mx=0$, and its component $b$ reads

$$M_{cc}M_{ab}=M_{ac}M_{cb}.$$

If some $M_{cc}>0$, set $v_a=M_{ac}/\sqrt{M_{cc}}$; dividing by $M_{cc}$ gives $M_{ab}=v_av_b$. This uses only the estimates against the reference density $c$. If no diagonal entry is positive, all are zero, exactness makes $M=0$, and $v=0$ serves.

Conversely, if $M_{ab}=v_av_b$, then $\sqrt{M_{aa}M_{bb}}=\sqrt{(v_av_b)^2}=|M_{ab}|$.

For uniqueness, let $v_av_b=w_aw_b$ for all $a,b$. If some $v_c\ne0$, then $w_c=\pm v_c$, and $w_aw_c=v_av_c$ gives $w_a=\pm v_a$ with the same sign for every $a$. If $v=0$, then $w_a^2=0$ for every $a$.

## Electrostatic proportionality

Exactness is also equivalent to this condition: for all $a$ and $c$ with $M_{cc}\ne0$, there is a real $t$ with $M_{ab}=tM_{cb}$ for every $b$.

If the estimates are exact, $t=M_{ac}/M_{cc}$ works. For the converse, if $M_{cc}=0$, then $e_c$ has zero self-energy, so $M_{ac}=0$ and the estimate is exact. Otherwise, $b=a$ and $b=c$ give $M_{aa}=tM_{ca}$ and $M_{ac}=tM_{cc}$, so $M_{aa}M_{cc}=M_{ac}^2$.

The condition as stated concerns only interactions with the listed densities. For the Coulomb interaction itself, only the zero density has zero self-energy, so exactness also makes $\rho_a$ a multiple of $\rho_c$ as a function of position when $M_{cc}\ne0$. That stronger positivity is not assumed in the theorem.

## Symmetry alone does not suffice

The matrix

$$\begin{pmatrix}1&1&1\\1&1&-1\\1&-1&1\end{pmatrix}$$

has exact estimates. If it were $vv^T$, with indices $0,1,2$, then $(v_0v_1v_2)^2=(v_0v_1)(v_0v_2)(v_1v_2)=-1$, which is impossible for real $v$.

## The statement in Lean

`SchwarzExact M` is the equality for all index pairs, and `vecMulVec v v` is $vv^T$. The hypothesis `M.PosSemidef`, which every theorem about a general `M` assumes even where its docstring does not say so, includes symmetry for real matrices. It stands for the positivity of the Coulomb interaction and is assumed here, not derived from the integrals; no basis functions appear in the file.

```lean
import Mathlib

open Matrix

namespace SchwarzScreeningExactness

variable {n : Type*}

/-- Every Schwarz estimate is exact: the magnitude of each pair integral equals the
geometric mean of the two self-interactions. -/
def SchwarzExact (M : Matrix n n ℝ) : Prop :=
  ∀ a b, |M a b| = √(M a a * M b b)

/-- Two real vectors give the same outer product exactly when they agree up to a
global sign. -/
theorem outer_product_unique (v w : n → ℝ) :
    vecMulVec v v = vecMulVec w w ↔ w = v ∨ w = -v := by
  constructor
  · intro h
    have e : ∀ a b, v a * v b = w a * w b := fun a b => congrFun (congrFun h a) b
    by_cases hv : ∃ c, v c ≠ 0
    · obtain ⟨c, hc⟩ := hv
      -- the sign is fixed by one nonzero component
      rcases mul_self_eq_mul_self_iff.mp (e c c) with h1 | h1
      · left
        funext a
        apply mul_right_cancel₀ hc
        linear_combination w a * h1 - e a c
      · right
        funext a
        apply mul_right_cancel₀ hc
        change w a * v c = -v a * v c
        linear_combination w a * h1 + e a c
    · left
      funext a
      have hz : v a = 0 := by
        by_contra h0
        exact hv ⟨a, h0⟩
      have h2 := e a a
      rw [hz, mul_zero] at h2
      rw [hz]
      exact mul_self_eq_zero.mp h2.symm
  · rintro (rfl | rfl)
    · rfl
    · ext a b
      change v a * v b = -v a * -v b
      ring

variable {M : Matrix n n ℝ}

/-- The interaction of density `a` with density `b` equals that of `b` with `a`. -/
theorem reciprocity (hM : M.PosSemidef) (a b : n) : M a b = M b a := by
  simpa using (hM.isHermitian.apply a b).symm

variable [Fintype n]

/-- A combination of pair densities with zero self-energy has zero interaction with
every pair density. -/
theorem interaction_eq_zero (hM : M.PosSemidef) {x : n → ℝ}
    (hx : x ⬝ᵥ M *ᵥ x = 0) : M *ᵥ x = 0 := by
  have hT : Mᵀ = M := by
    ext i j
    exact reciprocity hM j i
  have key : ∀ y : n → ℝ, y ⬝ᵥ M *ᵥ x = 0 := by
    intro y
    have hs : x ⬝ᵥ M *ᵥ y = y ⬝ᵥ M *ᵥ x := by
      rw [Matrix.dotProduct_mulVec, ← Matrix.mulVec_transpose, hT, dotProduct_comm]
    have hC : 0 ≤ y ⬝ᵥ M *ᵥ y := by
      simpa only [star_trivial] using hM.dotProduct_mulVec_nonneg y
    -- positivity on a suitable mixture of `x` and `y`
    have h := hM.dotProduct_mulVec_nonneg
      ((y ⬝ᵥ M *ᵥ y + 1) • x - (y ⬝ᵥ M *ᵥ x) • y)
    simp only [star_trivial, Matrix.mulVec_sub, Matrix.mulVec_smul, sub_dotProduct,
      dotProduct_sub, smul_dotProduct, dotProduct_smul, smul_eq_mul, hx, hs] at h
    generalize y ⬝ᵥ M *ᵥ x = B at *
    generalize y ⬝ᵥ M *ᵥ y = C at *
    have h1 : B ^ 2 * (C + 2) ≤ 0 := by nlinarith [h]
    have h2 : B ^ 2 ≤ 0 := by nlinarith [mul_nonneg (sq_nonneg B) hC]
    exact pow_eq_zero_iff two_ne_zero |>.mp (le_antisymm h2 (sq_nonneg B))
  exact dotProduct_self_eq_zero.mp (key _)

/-- If the squared Schwarz estimate is an equality for the densities `a` and `c`, then `M c c * M a
b = M a c * M c b` for every density `b`. -/
theorem exact_pair_proportional (hM : M.PosSemidef) {a c : n}
    (h : M a c ^ 2 = M a a * M c c) (b : n) :
    M c c * M a b = M a c * M c b := by
  classical
  have hmx : ∀ i, (M *ᵥ (M c c • (Pi.single a (1 : ℝ) : n → ℝ)
      - M a c • (Pi.single c (1 : ℝ) : n → ℝ))) i = M c c * M i a - M a c * M i c := by
    intro i
    rw [Matrix.mulVec_sub, Matrix.mulVec_smul, Matrix.mulVec_smul]
    simp
  -- the part of `a` not proportional to `c` has no self-energy
  have h0 := interaction_eq_zero hM (x := M c c • (Pi.single a (1 : ℝ) : n → ℝ)
      - M a c • (Pi.single c (1 : ℝ) : n → ℝ)) (by
    rw [sub_dotProduct, smul_dotProduct, smul_dotProduct, single_dotProduct,
      single_dotProduct, hmx, hmx]
    simp only [smul_eq_mul, one_mul]
    linear_combination (-M c c) * h - M a c * M c c * reciprocity hM c a)
  have hb := hmx b
  rw [h0, Pi.zero_apply] at hb
  rw [reciprocity hM a b, reciprocity hM c b]
  linear_combination -hb

/-- Self-interactions are nonnegative. -/
theorem self_interaction_nonneg (hM : M.PosSemidef) (a : n) : 0 ≤ M a a := by
  classical
  have h := hM.dotProduct_mulVec_nonneg (Pi.single a (1 : ℝ) : n → ℝ)
  rw [star_trivial, single_dotProduct, one_mul] at h
  simpa using h

/-- If the Schwarz estimates against one reference density `c` of positive self-interaction
are all exact, the column of `c` determines the whole matrix as an outer product. -/
theorem outer_product_of_reference (hM : M.PosSemidef) {c : n} (hc : 0 < M c c)
    (h : ∀ a, |M a c| = √(M a a * M c c)) :
    M = vecMulVec (fun a => M a c / √(M c c)) (fun a => M a c / √(M c c)) := by
  ext a b
  have hsq : M a c ^ 2 = M a a * M c c := by
    rw [← sq_abs, h a, Real.sq_sqrt (mul_nonneg (self_interaction_nonneg hM a) hc.le)]
  change M a b = M a c / √(M c c) * (M b c / √(M c c))
  rw [div_mul_div_comm, Real.mul_self_sqrt hc.le, eq_div_iff hc.ne']
  linear_combination exact_pair_proportional hM hsq b + M a c * reciprocity hM c b

/-- For a positive semidefinite matrix of pair integrals, all Schwarz estimates are exact
if and only if the matrix is the outer product of a real vector with itself. -/
theorem schwarzExact_iff_outer_product (hM : M.PosSemidef) :
    SchwarzExact M ↔ ∃ v : n → ℝ, M = vecMulVec v v := by
  constructor
  · intro h
    by_cases hc : ∃ c, 0 < M c c
    · obtain ⟨c, hc⟩ := hc
      exact ⟨_, outer_product_of_reference hM hc (fun a => h a c)⟩
    · -- without self-interaction every integral vanishes
      refine ⟨fun _ => 0, ?_⟩
      ext a b
      have ha : M a a = 0 :=
        le_antisymm (not_lt.mp fun h0 => hc ⟨a, h0⟩) (self_interaction_nonneg hM a)
      have hab := h a b
      rw [ha, zero_mul, Real.sqrt_zero] at hab
      change M a b = 0 * 0
      rw [abs_eq_zero.mp hab, mul_zero]
  · rintro ⟨v, hv⟩ a b
    have e : ∀ i j, M i j = v i * v j := fun i j => congrFun (congrFun hv i) j
    rw [e a b, e a a, e b b, show v a * v a * (v b * v b) = (v a * v b) ^ 2 by ring,
      Real.sqrt_sq_eq_abs]

/-- All Schwarz estimates are exact if and only if the interactions of every pair density
are a constant multiple of those of any density `c` with nonzero self-interaction. -/
theorem schwarzExact_iff_proportional (hM : M.PosSemidef) :
    SchwarzExact M ↔ ∀ a c, M c c ≠ 0 → ∃ t : ℝ, ∀ b, M a b = t * M c b := by
  classical
  constructor
  · intro h a c hc
    have hsq : M a c ^ 2 = M a a * M c c := by
      rw [← sq_abs, h a c, Real.sq_sqrt
        (mul_nonneg (self_interaction_nonneg hM a) (self_interaction_nonneg hM c))]
    refine ⟨M a c / M c c, fun b => ?_⟩
    rw [div_mul_eq_mul_div, eq_div_iff hc]
    linear_combination exact_pair_proportional hM hsq b
  · intro h a c
    by_cases hc : M c c = 0
    · -- a density without self-energy interacts with nothing
      have h0 := interaction_eq_zero hM (x := (Pi.single c (1 : ℝ) : n → ℝ)) (by
        rw [single_dotProduct, one_mul]
        simpa using hc)
      have hac : M a c = 0 := by simpa using congrFun h0 a
      rw [hac, hc, mul_zero, Real.sqrt_zero, abs_zero]
    · obtain ⟨t, ht⟩ := h a c hc
      have e : M a a * M c c = M a c ^ 2 := by
        linear_combination M c c * ht a - M c a * ht c + M a c * reciprocity hM c a
      rw [e, Real.sqrt_sq_eq_abs]

/-- A symmetric matrix with unit diagonal and off-diagonal entries of magnitude one. -/
def frustrated : Matrix (Fin 3) (Fin 3) ℝ := !![1, 1, 1; 1, 1, -1; 1, -1, 1]

/-- The symmetric matrix `frustrated` has exact Schwarz estimates but is not an outer
product of a real vector with itself. -/
theorem frustrated_exact_not_outer_product :
    frustrated.IsSymm ∧ SchwarzExact frustrated ∧
      ¬ ∃ v : Fin 3 → ℝ, frustrated = vecMulVec v v := by
  refine ⟨?_, ?_, ?_⟩
  · ext i j
    fin_cases i <;> fin_cases j <;> simp [frustrated]
  · intro i j
    fin_cases i <;> fin_cases j <;> simp [frustrated]
  · rintro ⟨v, h⟩
    have h01 : (1 : ℝ) = v 0 * v 1 := congrFun (congrFun h 0) 1
    have h02 : (1 : ℝ) = v 0 * v 2 := congrFun (congrFun h 0) 2
    have h12 : (-1 : ℝ) = v 1 * v 2 := congrFun (congrFun h 1) 2
    -- the product of the three signs would be a negative square
    have hneg : (v 0 * v 1 * v 2) ^ 2 = -1 := by
      calc (v 0 * v 1 * v 2) ^ 2 = (v 0 * v 1) * (v 0 * v 2) * (v 1 * v 2) := by ring
        _ = -1 := by rw [← h01, ← h02, ← h12]; norm_num
    linarith [sq_nonneg (v 0 * v 1 * v 2)]

end SchwarzScreeningExactness
```

```lean
#print axioms SchwarzScreeningExactness.outer_product_unique
#print axioms SchwarzScreeningExactness.schwarzExact_iff_outer_product
#print axioms SchwarzScreeningExactness.schwarzExact_iff_proportional
#print axioms SchwarzScreeningExactness.frustrated_exact_not_outer_product
```

```
'SchwarzScreeningExactness.outer_product_unique' depends on axioms: [propext, Classical.choice, Quot.sound]
'SchwarzScreeningExactness.schwarzExact_iff_outer_product' depends on axioms: [propext, Classical.choice, Quot.sound]
'SchwarzScreeningExactness.schwarzExact_iff_proportional' depends on axioms: [propext, Classical.choice, Quot.sound]
'SchwarzScreeningExactness.frustrated_exact_not_outer_product' depends on axioms: [propext, Classical.choice, Quot.sound]
```

## How the proof runs

`interaction_eq_zero` expands positivity on the mixture of $x$ and $y$; `nlinarith` then extracts $B^2\le0$. `exact_pair_proportional` applies it to $M_{cc}e_a-M_{ac}e_c$, written with `Pi.single`, and `linear_combination` checks that the self-energy vanishes.

`outer_product_of_reference` squares the exact estimates and divides by $M_{cc}$. `schwarzExact_iff_outer_product` adds the case without a positive diagonal entry and the converse, while `schwarzExact_iff_proportional` splits on whether $M_{cc}$ vanishes. The lemma `self_interaction_nonneg` lets `outer_product_of_reference` and `schwarzExact_iff_proportional` square the root safely, and it shows in `schwarzExact_iff_outer_product` that diagonal entries which are not positive are zero. The lemma `reciprocity` supplies $M_{ab}=M_{ba}$ where indices must be exchanged.

`outer_product_unique` fixes the sign at one nonzero component. For `frustrated`, `fin_cases` splits symmetry and exactness into single entries, which `simp` checks, and the negative square rules out an outer product.
